# The sign of the gap decides whether the upper level of a two-band Kane model is mostly s

The energy separation of two coupled bands does not tell which of them is s-like. Let the gap $E_g$ be the energy of the s edge minus that of the p edge. In the model below, at fixed coupling, the separation is the same for $E_g$ and for $-E_g$, so a reader who takes the upper band to be s-like gets its character wrong whenever the s edge lies below the p edge. This order occurs in some compounds of heavy elements, such as HgTe, where relativistic effects lower the s levels. What settles the matter is the s weight of the upper eigenvector.

## Levels, weights and the composition of zero gap

Let the s band edge lie at the real energy $E_g$ and the p band edge at $0$. They are coupled by $Pk$, where $k$ is a real wave number and $P$ a complex momentum matrix element, with the constants that make $Pk$ an energy absorbed into it. In the basis (s, p),

$$H=\begin{pmatrix}E_g & Pk\\ P^*k & 0\end{pmatrix},\qquad R=\sqrt{E_g^2+4|P|^2k^2}.$$

The secular equation is

$$\det(H-E)=E(E-E_g)-|P|^2k^2=0,$$

and its roots are $E_\pm=(E_g\pm R)/2$.

Let $v=(v_0,v_1)$ be a normalised eigenvector at $E_+$, so that $|v_0|^2$ is its s weight. The two rows of $Hv=E_+v$ read

$$Pk\,v_1=(E_+-E_g)v_0,\qquad P^*k\,v_0=E_+v_1.$$

Multiply the first row by $v_0^*$. Conjugate the second and multiply it by $v_1$. Both then contain $Pk\,v_0^*v_1$, and equating them gives

$$(E_+-E_g)|v_0|^2=E_+|v_1|^2.$$

With $|v_1|^2=1-|v_0|^2$ this becomes $(2E_+-E_g)|v_0|^2=E_+$. Since $2E_+-E_g=R$, for $R>0$

$$|v_0|^2=\frac{E_+}{R}=\frac12\left(1+\frac{E_g}{R}\right).$$

The condition $R>0$ means that $E_g$ and $Pk$ do not both vanish. If they do, $H=0$, every unit vector is an eigenvector, and the s weight is arbitrary.

As $k\to0$, $R\to|E_g|$. The weight therefore tends to $1$ for $E_g>0$ and to $0$ for $E_g<0$.

Next, ask when the levels are $\pm m$ with $m=|P||k|$. If they are, both squares equal $m^2$, so $E_+^2+E_-^2=2m^2$. The closed forms give

$$E_+^2+E_-^2=\frac{E_g^2+R^2}{2}=E_g^2+2m^2,$$

hence $E_g=0$. Conversely, $E_g=0$ gives $R=2m$ and $E_\pm=\pm m$.

Finally, let an alloy of composition $x$ have the gap $E_g(x)=(1-x)a+xb$. It vanishes when $a=x(a-b)$, that is, at $x=a/(a-b)$. For $a<0<b$ this equals $|a|/(|a|+b)$, which lies strictly between $0$ and $1$. Since the gap increases with $x$ when $a<b$, the upper state of the coupled bands is mostly s exactly beyond that composition.

For electronic-structure work this means that, within a two-band model with one coupling constant, the orbital weight of the upper band reveals the sign of the gap, which the band separation hides.

## The Hamiltonian and its states in Lean

```lean
import Mathlib

open Matrix Filter Topology ComplexConjugate

namespace KaneBandInversion

noncomputable section
```

The matrix `kane` is $H$, with index `0` for s and `1` for p. It keeps only two of the bands of the full Kane model: spin, the remaining valence bands, remote bands and the free-electron term in $k^2$ are absent. Spin–orbit coupling can enter only through the values given to $E_g$ and $P$.

```lean
/-- The two-band Kane Hamiltonian in the basis (s, p): band edges `Eg` and `0`, coupled by
the momentum matrix element `P` times the wave number `k`. -/
def kane (Eg : ℝ) (P : ℂ) (k : ℝ) : Matrix (Fin 2) (Fin 2) ℂ :=
  !![(Eg : ℂ), P * k; conj P * k, 0]
```

The function `splitting` is $R$, and the next two definitions are $E_+$ and $E_-$. At this stage they are merely formulas; that they are the eigenvalues is proved below.

```lean
/-- The quantity `√(Eg² + 4|P|²k²)`. -/
def splitting (Eg : ℝ) (P : ℂ) (k : ℝ) : ℝ :=
  Real.sqrt (Eg ^ 2 + 4 * ‖P‖ ^ 2 * k ^ 2)

/-- The energy `(Eg + √(Eg² + 4|P|²k²))/2`. -/
def upperLevel (Eg : ℝ) (P : ℂ) (k : ℝ) : ℝ := (Eg + splitting Eg P k) / 2

/-- The energy `(Eg - √(Eg² + 4|P|²k²))/2`. -/
def lowerLevel (Eg : ℝ) (P : ℂ) (k : ℝ) : ℝ := (Eg - splitting Eg P k) / 2
```

A level is a real number with a nonzero eigenvector. Restricting to real numbers loses nothing, because $H$ is Hermitian.

```lean
/-- `E` is a level of `H` if some nonzero state satisfies `H v = E v`. -/
def IsLevel (H : Matrix (Fin 2) (Fin 2) ℂ) (E : ℝ) : Prop :=
  ∃ v : Fin 2 → ℂ, v ≠ 0 ∧ H *ᵥ v = (E : ℂ) • v
```

An upper state satisfies the eigenvalue equation at $E_+$ and has total weight one. Its phase is left free.

```lean
/-- `v` is a normalised eigenvector of the Kane Hamiltonian at the upper level. -/
structure IsUpperState (Eg : ℝ) (P : ℂ) (k : ℝ) (v : Fin 2 → ℂ) : Prop where
  eigen : kane Eg P k *ᵥ v = (upperLevel Eg P k : ℂ) • v
  unit : ‖v 0‖ ^ 2 + ‖v 1‖ ^ 2 = 1
```

The linear alloy gap is a postulate. It stands for a crystal whose band edges shift in proportion to composition, without bowing or disorder.

```lean
/-- The gap of an alloy, interpolated linearly between the end members `a` and `b`. -/
def alloyGap (a b x : ℝ) : ℝ := (1 - x) * a + x * b
```

## The spectrum and the existence of upper states

The first lemma removes the square root from $R^2$. The second shows $R>0$ when $E_g\neq0$ or when both $P$ and $k$ are nonzero.

```lean
lemma splitting_sq (Eg : ℝ) (P : ℂ) (k : ℝ) :
    splitting Eg P k ^ 2 = Eg ^ 2 + 4 * ‖P‖ ^ 2 * k ^ 2 :=
  Real.sq_sqrt (by positivity)

/-- The splitting is positive if the gap or the coupling is nonzero. -/
lemma splitting_pos {Eg : ℝ} {P : ℂ} {k : ℝ} (h : Eg ≠ 0 ∨ (P ≠ 0 ∧ k ≠ 0)) :
    0 < splitting Eg P k := by
  unfold splitting
  apply Real.sqrt_pos.2
  rcases h with h | ⟨hP, hk⟩
  · positivity
  · have := norm_pos_iff.2 hP
    positivity
```

The theorem `isLevel_iff` says that a real $E$ is a level exactly when it is $E_+$ or $E_-$. In the proof, `hfac` is the factorisation of the secular polynomial and `hdet` identifies it with $\det(H-E)$. Mathlib's `Matrix.exists_mulVec_eq_zero_iff` then turns a vanishing determinant into a nonzero vector annihilated by $H-E$.

```lean
/-- The levels of the Kane Hamiltonian are exactly the upper and the lower level. -/
theorem isLevel_iff (Eg : ℝ) (P : ℂ) (k E : ℝ) :
    IsLevel (kane Eg P k) E ↔ E = upperLevel Eg P k ∨ E = lowerLevel Eg P k := by
  have hfac : (E - upperLevel Eg P k) * (E - lowerLevel Eg P k)
      = E * (E - Eg) - ‖P‖ ^ 2 * k ^ 2 := by
    unfold upperLevel lowerLevel
    linear_combination (-1 / 4) * splitting_sq Eg P k
  have hP : P * conj P = (‖P‖ : ℂ) ^ 2 := by
    rw [Complex.mul_conj, Complex.normSq_eq_norm_sq, Complex.ofReal_pow]
  have hM : kane Eg P k - (E : ℂ) • (1 : Matrix (Fin 2) (Fin 2) ℂ)
      = !![(Eg : ℂ) - E, P * k; conj P * k, -(E : ℂ)] := by
    ext i j
    fin_cases i <;> fin_cases j <;> simp [kane]
  -- the secular determinant factorises over the two levels
  have hdet : (kane Eg P k - (E : ℂ) • (1 : Matrix (Fin 2) (Fin 2) ℂ)).det
      = (((E - upperLevel Eg P k) * (E - lowerLevel Eg P k) : ℝ) : ℂ) := by
    rw [hfac, hM, Matrix.det_fin_two_of]
    push_cast
    linear_combination (-(k : ℂ) ^ 2) * hP
  have hiff : IsLevel (kane Eg P k) E ↔ ∃ v : Fin 2 → ℂ, v ≠ 0 ∧
      (kane Eg P k - (E : ℂ) • (1 : Matrix (Fin 2) (Fin 2) ℂ)) *ᵥ v = 0 := by
    simp only [IsLevel, Matrix.sub_mulVec, Matrix.smul_mulVec, Matrix.one_mulVec, sub_eq_zero]
  rw [hiff, Matrix.exists_mulVec_eq_zero_iff, hdet, Complex.ofReal_eq_zero, mul_eq_zero,
    sub_eq_zero, sub_eq_zero]
```

An upper state exists for all parameters, including $H=0$. The proof takes a nonzero eigenvector at $E_+$, shows that its squared norm `hn` is positive, and divides by the norm.

```lean
/-- A normalised upper state exists for every gap, coupling and wave number. -/
theorem exists_upperState (Eg : ℝ) (P : ℂ) (k : ℝ) : ∃ v, IsUpperState Eg P k v := by
  obtain ⟨v, hv, hE⟩ := (isLevel_iff Eg P k _).2 (Or.inl rfl)
  have hn : 0 < ‖v 0‖ ^ 2 + ‖v 1‖ ^ 2 := by
    by_contra h
    have h' := not_lt.mp h
    have h0 : ‖v 0‖ ^ 2 = 0 := by linarith [sq_nonneg ‖v 0‖, sq_nonneg ‖v 1‖]
    have h1 : ‖v 1‖ ^ 2 = 0 := by linarith [sq_nonneg ‖v 0‖, sq_nonneg ‖v 1‖]
    apply hv
    funext i
    fin_cases i
    · simpa using h0
    · simpa using h1
  refine ⟨(((Real.sqrt (‖v 0‖ ^ 2 + ‖v 1‖ ^ 2))⁻¹ : ℝ) : ℂ) • v, ?_, ?_⟩
  · rw [Matrix.mulVec_smul, hE, smul_comm]
  · simp only [Pi.smul_apply, smul_eq_mul, norm_mul, Complex.norm_real, mul_pow,
      Real.norm_eq_abs, sq_abs, inv_pow, Real.sq_sqrt hn.le]
    rw [← mul_add]
    exact inv_mul_cancel₀ hn.ne'
```

## The s weight and its limits

If the gap or the coupling is nonzero, the weight formula holds for every normalised upper state, whatever its phase. The facts `e0` and `e1` are the two rows, and `e1c` is the conjugated second row. Their combination `keyC` is the balance between s and p weight, which `key` restates over the real numbers. Normalisation enters in `h2`, which says $|v_0|^2R=(R+E_g)/2$, and cancelling $R$ finishes the proof.

```lean
/-- If the gap or the coupling is nonzero, every normalised upper state has s weight
`(1 + Eg/√(Eg² + 4|P|²k²))/2`. -/
theorem sWeight_upperState {Eg : ℝ} {P : ℂ} {k : ℝ} {v : Fin 2 → ℂ}
    (h : Eg ≠ 0 ∨ (P ≠ 0 ∧ k ≠ 0)) (hv : IsUpperState Eg P k v) :
    ‖v 0‖ ^ 2 = (1 + Eg / splitting Eg P k) / 2 := by
  have hR := (splitting_pos h).ne'
  have e0 : (Eg : ℂ) * v 0 + P * k * v 1 = upperLevel Eg P k * v 0 := by
    simpa [kane, Matrix.mulVec, dotProduct, Fin.sum_univ_two] using congrFun hv.eigen 0
  have e1 : conj P * k * v 0 = upperLevel Eg P k * v 1 := by
    simpa [kane, Matrix.mulVec, dotProduct, Fin.sum_univ_two] using congrFun hv.eigen 1
  have e1c : P * k * conj (v 0) = upperLevel Eg P k * conj (v 1) := by
    have := congrArg (starRingEnd ℂ) e1
    simpa only [map_mul, Complex.conj_conj, Complex.conj_ofReal] using this
  have n (z : ℂ) : z * conj z = (‖z‖ : ℂ) ^ 2 := by
    rw [Complex.mul_conj, Complex.normSq_eq_norm_sq, Complex.ofReal_pow]
  -- balance between the s and the p weight
  have keyC : ((upperLevel Eg P k : ℂ) - Eg) * (‖v 0‖ : ℂ) ^ 2
      = upperLevel Eg P k * (‖v 1‖ : ℂ) ^ 2 := by
    linear_combination (-((upperLevel Eg P k : ℂ) - Eg)) * n (v 0)
      + (upperLevel Eg P k : ℂ) * n (v 1) - conj (v 0) * e0 + v 1 * e1c
  have key : (upperLevel Eg P k - Eg) * ‖v 0‖ ^ 2 = upperLevel Eg P k * ‖v 1‖ ^ 2 := by
    exact_mod_cast keyC
  unfold upperLevel at key
  have h2 : ‖v 0‖ ^ 2 * splitting Eg P k = (splitting Eg P k + Eg) / 2 := by
    linear_combination key + (Eg + splitting Eg P k) / 2 * hv.unit
  have h3 : Eg / splitting Eg P k * splitting Eg P k = Eg := div_mul_cancel₀ _ hR
  apply mul_right_cancel₀ hR
  rw [h2]
  linear_combination (-1 / 2) * h3
```

For the limits, `v` assigns an upper state to each nonzero $k$. No continuity in $k$ is required, so the phase may jump arbitrarily. The filter `𝓝[≠] 0` expresses $k\to0$ with $k\neq0$. The inner statement `lim` uses the continuity of $R$ to obtain the limit $(1+E_g/|E_g|)/2$, and the two signs of $E_g$ then give $1$ and $0$.

```lean
/-- As `k → 0`, the s weight of the upper state tends to 1 for a positive gap and to 0 for a
negative gap, whichever normalised upper state is chosen at each `k`. -/
theorem sWeight_tendsto {Eg : ℝ} {P : ℂ} {v : ℝ → Fin 2 → ℂ}
    (hv : ∀ k, k ≠ 0 → IsUpperState Eg P k (v k)) :
    (0 < Eg → Tendsto (fun k => ‖v k 0‖ ^ 2) (𝓝[≠] 0) (𝓝 1)) ∧
    (Eg < 0 → Tendsto (fun k => ‖v k 0‖ ^ 2) (𝓝[≠] 0) (𝓝 0)) := by
  have lim (hE : Eg ≠ 0) :
      Tendsto (fun k => ‖v k 0‖ ^ 2) (𝓝[≠] 0) (𝓝 ((1 + Eg / |Eg|) / 2)) := by
    have hc : Continuous (fun k => splitting Eg P k) := by
      unfold splitting
      fun_prop
    have h0 : splitting Eg P 0 = |Eg| := by simp [splitting, Real.sqrt_sq_eq_abs]
    have ht : Tendsto (fun k => (1 + Eg / splitting Eg P k) / 2) (𝓝 0)
        (𝓝 ((1 + Eg / |Eg|) / 2)) := by
      rw [← h0]
      exact (tendsto_const_nhds.add (tendsto_const_nhds.div (hc.tendsto 0)
        (splitting_pos (Or.inl hE)).ne')).div_const 2
    refine (ht.mono_left nhdsWithin_le_nhds).congr' ?_
    filter_upwards [self_mem_nhdsWithin] with k hk
    exact (sWeight_upperState (Or.inl hE) (hv k hk)).symm
  constructor
  · intro h
    have l := lim h.ne'
    have e : (1 + Eg / |Eg|) / 2 = 1 := by
      rw [abs_of_pos h, div_self h.ne']
      norm_num
    rw [e] at l
    exact l
  · intro h
    have l := lim h.ne
    have e : (1 + Eg / |Eg|) / 2 = 0 := by
      rw [abs_of_neg h, div_neg, div_self h.ne]
      norm_num
    rw [e] at l
    exact l
```

## The alloy at and beyond zero gap

The next theorem compares the set of levels with $\{m,-m\}$. When $Pk=0$ this set is the single point $0$, since a set does not record degeneracy. The forward direction adds the squares of the two levels, as above, and so needs no decision about which level equals $+m$. The reverse direction evaluates $R$ at zero gap.

```lean
/-- The levels are `+|P k|` and `-|P k|` exactly when the gap vanishes. -/
theorem levels_symmetric_iff (Eg : ℝ) (P : ℂ) (k : ℝ) :
    {E : ℝ | IsLevel (kane Eg P k) E} = {‖P‖ * |k|, -(‖P‖ * |k|)} ↔ Eg = 0 := by
  constructor
  · intro h
    have hu : upperLevel Eg P k ∈ ({‖P‖ * |k|, -(‖P‖ * |k|)} : Set ℝ) := by
      rw [← h]
      exact (isLevel_iff Eg P k _).2 (Or.inl rfl)
    have hl : lowerLevel Eg P k ∈ ({‖P‖ * |k|, -(‖P‖ * |k|)} : Set ℝ) := by
      rw [← h]
      exact (isLevel_iff Eg P k _).2 (Or.inr rfl)
    simp only [Set.mem_insert_iff, Set.mem_singleton_iff] at hu hl
    -- compare the squares of both levels with the squared splitting
    have a1 := sq_eq_sq_iff_eq_or_eq_neg.2 hu
    have a2 := sq_eq_sq_iff_eq_or_eq_neg.2 hl
    unfold upperLevel at a1
    unfold lowerLevel at a2
    have hm : (‖P‖ * |k|) ^ 2 = ‖P‖ ^ 2 * k ^ 2 := by rw [mul_pow, sq_abs]
    have hz : Eg ^ 2 = 0 := by
      linear_combination a1 + a2 - splitting_sq Eg P k / 2 + 2 * hm
    exact (pow_eq_zero_iff two_ne_zero).1 hz
  · rintro rfl
    have hR : splitting 0 P k = 2 * (‖P‖ * |k|) := by
      unfold splitting
      have e : (0 : ℝ) ^ 2 + 4 * ‖P‖ ^ 2 * k ^ 2 = (2 * (‖P‖ * |k|)) ^ 2 := by
        rw [mul_pow, mul_pow, sq_abs]
        ring
      rw [e]
      exact Real.sqrt_sq (by positivity)
    have hu : upperLevel 0 P k = ‖P‖ * |k| := by
      rw [upperLevel, hR]
      ring
    have hl : lowerLevel 0 P k = -(‖P‖ * |k|) := by
      rw [lowerLevel, hR]
      ring
    ext E
    rw [Set.mem_ofPred_eq, isLevel_iff, hu, hl, Set.mem_insert_iff, Set.mem_singleton_iff]
```

For the alloy, the previous theorem reduces the question to $E_g(x)=0$, a linear equation in $x$. The uniqueness holds among all real $x$, and the first part places the solution in the open interval from $0$ to $1$.

```lean
/-- For end members with gaps `a < 0 < b`, the composition `a/(a-b)` lies strictly between 0
and 1, and it is the only one at which the levels are `+|P k|` and `-|P k|`. -/
theorem alloy_critical_composition {a b : ℝ} (ha : a < 0) (hb : 0 < b) (P : ℂ) (k : ℝ) :
    a / (a - b) ∈ Set.Ioo (0 : ℝ) 1 ∧
    ∀ x : ℝ, {E : ℝ | IsLevel (kane (alloyGap a b x) P k) E}
      = {‖P‖ * |k|, -(‖P‖ * |k|)} ↔ x = a / (a - b) := by
  have hab : a - b < 0 := by linarith
  refine ⟨⟨div_pos_of_neg_of_neg ha hab, ?_⟩, fun x => ?_⟩
  · rw [div_lt_iff_of_neg hab]
    linarith
  · rw [levels_symmetric_iff, eq_div_iff hab.ne]
    unfold alloyGap
    constructor <;> intro h <;> linear_combination -h
```

The last theorem assumes nonzero coupling and only $a<b$, so the critical composition may here lie outside the physical range. By the weight formula, $|v_0|^2>1/2$ is equivalent to $E_g(x)>0$, and `hgap` translates this into a condition on $x$.

```lean
/-- For nonzero coupling and `a < b`, the upper state of the alloy has more than half s weight
exactly when the composition exceeds `a/(a-b)`. -/
theorem alloy_sWeight_gt_half_iff {a b x : ℝ} {P : ℂ} {k : ℝ} {v : Fin 2 → ℂ}
    (hab : a < b) (hP : P ≠ 0) (hk : k ≠ 0) (hv : IsUpperState (alloyGap a b x) P k v) :
    1 / 2 < ‖v 0‖ ^ 2 ↔ a / (a - b) < x := by
  have hc : P ≠ 0 ∧ k ≠ 0 := ⟨hP, hk⟩
  have hR : 0 < splitting (alloyGap a b x) P k := splitting_pos (Or.inr hc)
  have hneg : a - b < 0 := by linarith
  have hgap : 0 < alloyGap a b x ↔ a / (a - b) < x := by
    rw [div_lt_iff_of_neg hneg]
    unfold alloyGap
    constructor <;> intro h <;> linarith
  rw [sWeight_upperState (Or.inr hc) hv, ← hgap, ← div_pos_iff_of_pos_right hR]
  constructor <;> intro h <;> linarith

end

end KaneBandInversion
```

```lean
#print axioms KaneBandInversion.isLevel_iff
#print axioms KaneBandInversion.sWeight_tendsto
#print axioms KaneBandInversion.alloy_critical_composition
#print axioms KaneBandInversion.alloy_sWeight_gt_half_iff
```

```
'KaneBandInversion.isLevel_iff' depends on axioms: [propext, Classical.choice, Quot.sound]
'KaneBandInversion.sWeight_tendsto' depends on axioms: [propext, Classical.choice, Quot.sound]
'KaneBandInversion.alloy_critical_composition' depends on axioms: [propext, Classical.choice, Quot.sound]
'KaneBandInversion.alloy_sWeight_gt_half_iff' depends on axioms: [propext, Classical.choice, Quot.sound]
```

## The upper level described by a projector

The s weight could also have been defined without eigenvectors, as the (s, s) entry of the projector onto the upper level,

$$\Pi_+=\frac{H-E_-}{E_+-E_-},\qquad (\Pi_+)_{00}=\frac{E_g-E_-}{R}=\frac12\left(1+\frac{E_g}{R}\right).$$

The weight would then be a single function of $E_g$, $P$ and $k$. The formula would follow by substitution, and the limit would involve no choice of states. In exchange, the definition would require $R>0$ from the start, and a separate argument would have to connect $\Pi_+$ with the normalised eigenvectors of $H$. The definition used here speaks about those eigenvectors directly.
